# Strict concavity of the Brillouin magnetisation in non-negative field, and its bound by the Curie line

The thermal magnetisation of a free moment \(J\) in a magnetic field is described here through the natural number \(n = 2J\), so that integer and half-integer moments are treated together, with levels \(m_k = k - n/2\) for \(k = 0,\dots,n\). At a fixed temperature, and with \(m_k\) counted positive for a magnetic moment along the field, the thermal mean of \(m_k\) for \(n \ge 1\) is strictly concave in non-negative field and lies strictly below its zero-field tangent at every positive field.

```lean
import Mathlib

open Finset

namespace BrillouinConcavity

noncomputable section

/-- The magnetic level `m_k = k - J` of a moment with `J = n/2`. -/
def level (n k : ℕ) : ℝ := (k : ℝ) - (n : ℝ) / 2

/-- The Boltzmann sum of `m_k ^ p` with weights `exp (x m_k)`, `k = 0, ..., n`;
for `p = 0` it is the partition function. -/
def boltzmannSum (n p : ℕ) (x : ℝ) : ℝ :=
  ∑ k ∈ range (n + 1), level n k ^ p * Real.exp (x * level n k)

/-- The thermal mean of `m_k` in the reduced field `x`. -/
def thermalMoment (n : ℕ) (x : ℝ) : ℝ := boltzmannSum n 1 x / boltzmannSum n 0 x

/-- The differential susceptibility in closed form, for reduced field `x ≠ 0`. -/
def susceptibility (n : ℕ) (x : ℝ) : ℝ :=
  ((1 / 2) / Real.sinh (1 / 2 * x)) ^ 2
    - ((((n : ℝ) + 1) / 2) / Real.sinh (((n : ℝ) + 1) / 2 * x)) ^ 2

/-- The partition function is positive. -/
theorem partition_pos (n : ℕ) (x : ℝ) : 0 < boltzmannSum n 0 x := by
  simp only [boltzmannSum, pow_zero, one_mul]
  exact Finset.sum_pos (fun _ _ => Real.exp_pos _) ⟨0, by simp⟩

/-- Differentiating a Boltzmann sum in the field brings down one more power of `m_k`. -/
theorem hasDerivAt_boltzmannSum (n p : ℕ) (x : ℝ) :
    HasDerivAt (boltzmannSum n p) (boltzmannSum n (p + 1) x) x := by
  show HasDerivAt (fun y => ∑ k ∈ range (n + 1), level n k ^ p * Real.exp (y * level n k))
    (∑ k ∈ range (n + 1), level n k ^ (p + 1) * Real.exp (x * level n k)) x
  refine HasDerivAt.fun_sum fun k _ => ?_
  have h := (((hasDerivAt_id' x).mul_const (level n k)).exp).const_mul (level n k ^ p)
  exact h.congr_deriv (by ring)

/-- The partition function times `sinh (x/2)` equals `sinh ((J + 1/2) x)`, with `J = n/2`. -/
theorem partition_mul_sinh (n : ℕ) (x : ℝ) :
    boltzmannSum n 0 x * Real.sinh (1 / 2 * x) = Real.sinh (((n : ℝ) + 1) / 2 * x) := by
  -- the geometric sum telescopes
  have tele : ∀ (c : ℝ) (N : ℕ), (∑ k ∈ range N, Real.exp (x * ((k : ℝ) - c)))
      * (Real.exp (1 / 2 * x) - Real.exp (-(1 / 2 * x)))
      = Real.exp (x * ((N : ℝ) - c - 1 / 2)) - Real.exp (x * (-c - 1 / 2)) := by
    intro c N
    induction N with
    | zero => simp
    | succ N ih =>
      have h1 : x * ((N : ℝ) - c) + 1 / 2 * x = x * (((N + 1 : ℕ) : ℝ) - c - 1 / 2) := by
        push_cast; ring
      have h2 : x * ((N : ℝ) - c) + -(1 / 2 * x) = x * ((N : ℝ) - c - 1 / 2) := by ring
      rw [Finset.sum_range_succ, add_mul, ih, ← h1, ← h2, Real.exp_add, Real.exp_add]
      ring
  have h := tele ((n : ℝ) / 2) (n + 1)
  have h1 : x * (((n + 1 : ℕ) : ℝ) - (n : ℝ) / 2 - 1 / 2) = ((n : ℝ) + 1) / 2 * x := by
    push_cast; ring
  have h2 : x * (-((n : ℝ) / 2) - 1 / 2) = -(((n : ℝ) + 1) / 2 * x) := by ring
  rw [h1, h2] at h
  simp only [boltzmannSum, level, pow_zero, one_mul, Real.sinh_eq]
  linear_combination h / 2

/-- For `x > 0` the field derivative of the thermal moment is the closed-form susceptibility. -/
theorem hasDerivAt_thermalMoment (n : ℕ) {x : ℝ} (hx : 0 < x) :
    HasDerivAt (thermalMoment n) (susceptibility n x) x := by
  have ds : ∀ a y : ℝ, HasDerivAt (fun t => Real.sinh (a * t)) (a * Real.cosh (a * y)) y :=
    fun a y => (((hasDerivAt_id' y).const_mul a).sinh).congr_deriv (by ring)
  have dc : ∀ a y : ℝ, HasDerivAt (fun t => Real.cosh (a * t)) (a * Real.sinh (a * y)) y :=
    fun a y => (((hasDerivAt_id' y).const_mul a).cosh).congr_deriv (by ring)
  have alg : ∀ W Z s c S C a : ℝ, Z ≠ 0 → s ≠ 0 → Z * s = S →
      W * s + Z * (1 / 2 * c) = a * C → W / Z = a * C / S - 1 / 2 * c / s := by
    intro W Z s c S C a hZ hs hS h
    subst hS
    rw [← h]
    field_simp
    ring
  -- the logarithmic derivative of the partition function
  have closed : ∀ y : ℝ, 0 < y → thermalMoment n y =
      ((n : ℝ) + 1) / 2 * Real.cosh (((n : ℝ) + 1) / 2 * y) / Real.sinh (((n : ℝ) + 1) / 2 * y)
      - 1 / 2 * Real.cosh (1 / 2 * y) / Real.sinh (1 / 2 * y) := by
    intro y hy
    have d := (hasDerivAt_boltzmannSum n 0 y).fun_mul (ds (1 / 2) y)
    rw [funext (partition_mul_sinh n)] at d
    exact alg _ _ _ _ _ _ _ (partition_pos n y).ne'
      (Real.sinh_pos_iff.2 (by positivity)).ne' (partition_mul_sinh n y) (d.unique (ds _ y))
  have dcoth : ∀ a : ℝ, 0 < a → HasDerivAt
      (fun t => a * Real.cosh (a * t) / Real.sinh (a * t)) (-(a / Real.sinh (a * x)) ^ 2) x := by
    intro a ha
    have hs : Real.sinh (a * x) ≠ 0 := (Real.sinh_pos_iff.2 (by positivity)).ne'
    refine (((dc a x).const_mul a).fun_div (ds a x) hs).congr_deriv ?_
    rw [div_pow, ← neg_div]
    congr 1
    linear_combination (-a ^ 2) * Real.cosh_sq (a * x)
  have d := (dcoth (((n : ℝ) + 1) / 2) (by positivity)).fun_sub (dcoth (1 / 2) (by norm_num))
  refine (d.congr_of_eventuallyEq ?_).congr_deriv (by unfold susceptibility; ring)
  filter_upwards [Ioi_mem_nhds hx] with y hy using closed y hy

/-- The function `t³ cosh t / sinh³ t` is strictly decreasing for `t > 0`. -/
theorem kernel_strictAnti :
    StrictAntiOn (fun t : ℝ => t ^ 3 * Real.cosh t / Real.sinh t ^ 3) (Set.Ioi 0) := by
  have grow : ∀ f f' : ℝ → ℝ, f 0 = 0 → (∀ y, HasDerivAt f (f' y) y) →
      (∀ y, 0 < y → 0 < f' y) → ∀ y, 0 < y → 0 < f y := by
    intro f f' h0 hd hp y hy
    have hm : StrictMonoOn f (Set.Ici 0) := by
      refine strictMonoOn_of_deriv_pos (convex_Ici 0)
        (fun z _ => (hd z).continuousAt.continuousWithinAt) fun z hz => ?_
      rw [interior_Ici] at hz
      rw [(hd z).deriv]
      exact hp z hz
    have h := hm (Set.mem_Ici.2 le_rfl) (Set.mem_Ici.2 hy.le) hy
    rwa [h0] at h
  -- first sinh t < t cosh t, then 3 sinh t cosh t < t (1 + 2 cosh² t)
  have h1 := grow (fun t => t * Real.cosh t - Real.sinh t) (fun t => t * Real.sinh t) (by simp)
    (fun y => (((hasDerivAt_id' y).fun_mul (Real.hasDerivAt_cosh y)).fun_sub
      (Real.hasDerivAt_sinh y)).congr_deriv (by ring))
    (fun y hy => mul_pos hy (Real.sinh_pos_iff.2 hy))
  have h2 := grow
    (fun t => t * (1 + 2 * (Real.cosh t * Real.cosh t)) - 3 * (Real.sinh t * Real.cosh t))
    (fun t => 4 * Real.sinh t * (t * Real.cosh t - Real.sinh t)) (by simp)
    (fun y => by
      have c := Real.hasDerivAt_cosh y
      have s := Real.hasDerivAt_sinh y
      refine (((hasDerivAt_id' y).fun_mul (((c.fun_mul c).const_mul 2).const_add 1)).fun_sub
        ((s.fun_mul c).const_mul 3)).congr_deriv ?_
      linear_combination (-1) * Real.cosh_sq y)
    (fun y hy => mul_pos (mul_pos (by norm_num) (Real.sinh_pos_iff.2 hy)) (h1 y hy))
  have hd : ∀ t : ℝ, 0 < t → HasDerivAt (fun t : ℝ => t ^ 3 * Real.cosh t / Real.sinh t ^ 3)
      (((3 * t ^ 2 * Real.cosh t + t ^ 3 * Real.sinh t) * Real.sinh t ^ 3
        - t ^ 3 * Real.cosh t * (3 * Real.sinh t ^ 2 * Real.cosh t)) / (Real.sinh t ^ 3) ^ 2) t := by
    intro t ht
    have hs := Real.sinh_pos_iff.2 ht
    have p : HasDerivAt (fun y : ℝ => y ^ 3) (3 * t ^ 2) t := by
      simpa using hasDerivAt_pow 3 t
    have q : HasDerivAt (fun y => Real.sinh y ^ 3) (3 * Real.sinh t ^ 2 * Real.cosh t) t := by
      simpa using (Real.hasDerivAt_sinh t).fun_pow 3
    exact (p.fun_mul (Real.hasDerivAt_cosh t)).fun_div q (by positivity)
  refine strictAntiOn_of_deriv_neg (convex_Ioi 0)
    (fun t ht => (hd t ht).continuousAt.continuousWithinAt) fun t ht => ?_
  rw [interior_Ioi] at ht
  have ht' : 0 < t := ht
  have hs := Real.sinh_pos_iff.2 ht'
  rw [(hd t ht').deriv]
  refine div_neg_of_neg_of_pos ?_ (by positivity)
  have h := mul_pos (show 0 < t ^ 2 * Real.sinh t ^ 2 by positivity) (h2 t ht')
  linear_combination h - t ^ 3 * Real.sinh t ^ 2 * Real.cosh_sq t

/-- For `n ≥ 1` the susceptibility strictly decreases with the field for `x > 0`. -/
theorem susceptibility_strictAnti {n : ℕ} (hn : 1 ≤ n) :
    StrictAntiOn (susceptibility n) (Set.Ioi 0) := by
  have dp : ∀ a x : ℝ, 0 < a → 0 < x → HasDerivAt (fun t => (a / Real.sinh (a * t)) ^ 2)
      (-(2 * (a ^ 3 * Real.cosh (a * x) / Real.sinh (a * x) ^ 3))) x := by
    intro a x ha hx
    have hs : Real.sinh (a * x) ≠ 0 := (Real.sinh_pos_iff.2 (by positivity)).ne'
    have d := ((hasDerivAt_const x a).fun_div ((hasDerivAt_id' x).const_mul a).sinh hs).fun_pow 2
    refine d.congr_deriv ?_
    simp only [Nat.cast_ofNat, Nat.reduceSub, pow_one]
    ring
  have hd := fun (x : ℝ) (hx : 0 < x) => (dp (1 / 2) x (by norm_num) hx).fun_sub
    (dp (((n : ℝ) + 1) / 2) x (by positivity) hx)
  refine strictAntiOn_of_deriv_neg (convex_Ioi 0)
    (fun x hx => (hd x hx).continuousAt.continuousWithinAt) fun x hx => ?_
  rw [interior_Ioi] at hx
  have hx' : 0 < x := hx
  have hn' : (1 : ℝ) ≤ n := by exact_mod_cast hn
  -- compare the kernel at x/2 and at (J + 1/2) x
  have hlt : 1 / 2 * x < ((n : ℝ) + 1) / 2 * x := by nlinarith
  have hk := kernel_strictAnti (Set.mem_Ioi.2 (by positivity))
    (Set.mem_Ioi.2 (by positivity)) hlt
  have e : ∀ b : ℝ, (b * x) ^ 3 * Real.cosh (b * x) / Real.sinh (b * x) ^ 3
      = x ^ 3 * (b ^ 3 * Real.cosh (b * x) / Real.sinh (b * x) ^ 3) := fun b => by
    rw [mul_pow]; ring
  simp only [e] at hk
  have hk' := lt_of_mul_lt_mul_left hk (by positivity)
  have hder : deriv (susceptibility n) x = _ := (hd x hx').deriv
  rw [hder]
  linarith

/-- For `n ≥ 1` the thermal moment is strictly concave in the field on `x ≥ 0`. -/
theorem thermalMoment_strictConcave {n : ℕ} (hn : 1 ≤ n) :
    StrictConcaveOn ℝ (Set.Ici 0) (thermalMoment n) := by
  refine StrictAntiOn.strictConcaveOn_of_deriv (convex_Ici 0) (fun x _ => ?_) ?_
  · exact ((hasDerivAt_boltzmannSum n 1 x).continuousAt.div
      (hasDerivAt_boltzmannSum n 0 x).continuousAt (partition_pos n x).ne').continuousWithinAt
  · rw [interior_Ici]
    intro x hx y hy hxy
    rw [(hasDerivAt_thermalMoment n hx).deriv, (hasDerivAt_thermalMoment n hy).deriv]
    exact susceptibility_strictAnti hn hx hy hxy

/-- Curie law: the moment vanishes at zero field and has slope `J (J + 1) / 3` there,
with `J = n/2`. -/
theorem curie_law (n : ℕ) : thermalMoment n 0 = 0 ∧
    HasDerivAt (thermalMoment n) ((n : ℝ) / 2 * ((n : ℝ) / 2 + 1) / 3) 0 := by
  have s1 : ∀ (c : ℝ) (N : ℕ), ∑ k ∈ range N, ((k : ℝ) - c) = N * (((N : ℝ) - 1) / 2 - c) := by
    intro c N
    induction N with
    | zero => simp
    | succ N ih => rw [Finset.sum_range_succ, ih]; push_cast; ring
  have s2 : ∀ (c : ℝ) (N : ℕ), ∑ k ∈ range N, ((k : ℝ) - c) ^ 2
      = N * (((N : ℝ) - 1) * (2 * N - 1) / 6 - ((N : ℝ) - 1) * c + c ^ 2) := by
    intro c N
    induction N with
    | zero => simp
    | succ N ih => rw [Finset.sum_range_succ, ih]; push_cast; ring
  have w0 : boltzmannSum n 0 0 = (n : ℝ) + 1 := by simp [boltzmannSum]
  have w1 : boltzmannSum n 1 0 = 0 := by
    simp only [boltzmannSum, level, zero_mul, Real.exp_zero, mul_one, pow_one]
    rw [s1]; push_cast; ring
  have w2 : boltzmannSum n 2 0 = ((n : ℝ) + 1) * (n * (n + 2) / 12) := by
    simp only [boltzmannSum, level, zero_mul, Real.exp_zero, mul_one]
    rw [s2]; push_cast; ring
  refine ⟨by rw [thermalMoment, w1, zero_div], ?_⟩
  have d0 : HasDerivAt (boltzmannSum n 0) (boltzmannSum n 1 0) 0 := hasDerivAt_boltzmannSum n 0 0
  have d1 : HasDerivAt (boltzmannSum n 1) (boltzmannSum n 2 0) 0 := hasDerivAt_boltzmannSum n 1 0
  refine (d1.fun_div d0 (partition_pos n 0).ne').congr_deriv ?_
  rw [w0, w1, w2, div_eq_iff (by positivity)]
  ring

/-- For `n ≥ 1` the moment per unit field, `M(x)/x`, strictly decreases for `x > 0`. -/
theorem moment_per_field_strictAnti {n : ℕ} (hn : 1 ≤ n) :
    StrictAntiOn (fun x => thermalMoment n x / x) (Set.Ioi 0) := by
  intro t ht y hy hty
  have ht' : 0 < t := ht
  have hy' : 0 < y := hy
  -- the chord from the origin to y lies below the curve at t
  have h := (thermalMoment_strictConcave hn).2 (Set.mem_Ici.2 le_rfl) (Set.mem_Ici.2 hy'.le)
    hy'.ne (sub_pos.2 ((div_lt_one hy').2 hty)) (div_pos ht' hy') (sub_add_cancel 1 (t / y))
  simp only [smul_eq_mul, (curie_law n).1, mul_zero, zero_add, div_mul_cancel₀ t hy'.ne'] at h
  show thermalMoment n y / y < thermalMoment n t / t
  rw [lt_div_iff₀ ht']
  calc thermalMoment n y / y * t = t / y * thermalMoment n y := by ring
    _ < thermalMoment n t := h

/-- For `n ≥ 1`, `J = n/2` and every field `x > 0`, the thermal moment lies strictly below
the Curie line `J (J + 1) x / 3`. -/
theorem thermalMoment_lt_curie {n : ℕ} (hn : 1 ≤ n) {x : ℝ} (hx : 0 < x) :
    thermalMoment n x < (n : ℝ) / 2 * ((n : ℝ) / 2 + 1) * x / 3 := by
  have anti := moment_per_field_strictAnti hn
  have h1 : thermalMoment n x / x < thermalMoment n (x / 2) / (x / 2) :=
    anti (Set.mem_Ioi.2 (half_pos hx)) (Set.mem_Ioi.2 hx) (half_lt_self hx)
  -- M(t)/t tends to the zero-field slope as t decreases to zero
  have lim := (hasDerivWithinAt_iff_tendsto_slope' (by simp)).1
    ((curie_law n).2.hasDerivWithinAt (s := Set.Ioi 0))
  have h2 : thermalMoment n (x / 2) / (x / 2) ≤ (n : ℝ) / 2 * ((n : ℝ) / 2 + 1) / 3 := by
    refine ge_of_tendsto lim ?_
    filter_upwards [Ioo_mem_nhdsGT (half_pos hx)] with t ht
    rw [slope_def_field, (curie_law n).1, sub_zero, sub_zero]
    exact (anti (Set.mem_Ioi.2 ht.1) (Set.mem_Ioi.2 (half_pos hx)) ht.2).le
  have h3 := (div_lt_iff₀ hx).1 (h1.trans_le h2)
  linarith

end

end BrillouinConcavity
```

```lean
#print axioms BrillouinConcavity.thermalMoment_strictConcave
-- 'BrillouinConcavity.thermalMoment_strictConcave' depends on axioms: [propext, Classical.choice, Quot.sound]
#print axioms BrillouinConcavity.thermalMoment_lt_curie
-- 'BrillouinConcavity.thermalMoment_lt_curie' depends on axioms: [propext, Classical.choice, Quot.sound]
```

## The thermal moment and its Curie line

The definition `boltzmannSum n p x` is the finite sum
\[
W_p(x) = \sum_{k=0}^{n} m_k^{\,p}\, e^{x m_k},
\]
so \(W_0\) is the partition function, and `thermalMoment n x` is \(M(x) = W_1(x)/W_0(x)\). Since \(W_0 > 0\) (`partition_pos`), this is a true weighted mean at every real \(x\).

There are three main statements for \(n \ge 1\):

- `thermalMoment_strictConcave`: \(M\) is strictly concave on \(x \ge 0\), written `Set.Ici 0`.
- `moment_per_field_strictAnti`: \(M(x)/x\) strictly decreases on \(x > 0\), written `Set.Ioi 0`.
- `thermalMoment_lt_curie`: \(M(x) < J(J+1)x/3\) for every \(x > 0\).

The theorem `curie_law` identifies the constant: \(M(0) = 0\) and \(M'(0) = J(J+1)/3\).

## Paramagnetic ions in a field

For an ion with Landé factor \(g > 0\) in a field \(B\) at temperature \(T\), the variable is \(x = g\mu_B B/(k_B T)\), the Zeeman spacing divided by the thermal energy. The sign convention gives the largest \(m_k\) the lowest energy when \(x > 0\). The magnetic moment per ion along the field is \(g\mu_B M(x)\). The textbook Brillouin function \(B_J\) is normalised to saturate at 1 and takes a rescaled argument: \(M(x) = J\,B_J(Jx)\) for \(J > 0\).

The step to a real material is the assumption that its ions have these equally spaced levels, which holds for an isolated \(J\) multiplet without crystal-field splitting or coupling between ions. For such non-interacting moments with \(J > 0\), reading a Curie constant from the ratio of moment to field at a finite field underestimates it, and at fixed temperature the error grows with the field.

## From the partition function to the susceptibility

Differentiating \(e^{x m_k}\) brings down a factor \(m_k\), so \(W_p' = W_{p+1}\) (`hasDerivAt_boltzmannSum`). Hence \(M = W_0'/W_0\).

Multiplying each term of \(W_0\) by \(e^{x/2} - e^{-x/2}\) gives \(e^{x(m_k+1/2)} - e^{x(m_k-1/2)}\). Neighbouring terms cancel in the sum, and with \(a = J + \tfrac12 = (n+1)/2\),
\[
W_0(x)\,\sinh(x/2) = \sinh(ax).
\]
In `partition_mul_sinh` the cancellation is an induction on the number of terms. Taking the logarithmic derivative for \(x > 0\) gives
\[
M(x) = a\coth(ax) - \tfrac12\coth(x/2),
\]
\[
M'(x) = \frac{(1/2)^2}{\sinh^2(x/2)} - \frac{a^2}{\sinh^2(ax)}.
\]

The last expression is `susceptibility n x`, a derivative with respect to the reduced field. In `hasDerivAt_thermalMoment` no logarithm is taken: the product \(W_0\sinh(x/2)\) is differentiated in two ways, and uniqueness of the derivative gives the formula for \(M\). At \(x = 0\) Lean's division by zero gives the closed form the value 0, which for \(n \ge 1\) is not the physical slope, so that point is treated separately.

## Why the susceptibility falls with field

Let \(g_3(t) = t^3\cosh t/\sinh^3 t\). For \(b > 0\),
\[
\frac{d}{dx}\,\frac{b^2}{\sinh^2(bx)} = -\frac{2b^3\cosh(bx)}{\sinh^3(bx)} = -\frac{2}{x^3}\,g_3(bx),
\]
and therefore
\[
M''(x) = -\frac{2}{x^3}\left[g_3(x/2) - g_3(ax)\right].
\]
Because \(n \ge 1\) means \(a > \tfrac12\), it is enough that \(g_3\) strictly decreases. Its derivative is
\[
g_3'(t) = \frac{t^2}{\sinh^4 t}\left[3\sinh t\cosh t - t(1 + 2\cosh^2 t)\right].
\]

Two inequalities make the bracket negative for \(t > 0\). The function \(t\cosh t - \sinh t\) vanishes at 0 and has derivative \(t\sinh t > 0\), so it is positive. The function \(t(1+2\cosh^2 t) - 3\sinh t\cosh t\) also vanishes at 0, and its derivative is \(4\sinh t\,(t\cosh t - \sinh t) > 0\), so it is positive too.

In `kernel_strictAnti` the helper `grow` carries out this argument twice, and `linear_combination` with `Real.cosh_sq` supplies \(\cosh^2 t = 1 + \sinh^2 t\). The comparison of \(g_3\) at \(x/2\) and \(ax\) is made in `susceptibility_strictAnti`. A strictly decreasing derivative on \(x > 0\), together with continuity up to \(x = 0\), gives strict concavity on \(x \ge 0\).

## The tangent at zero field

At \(x = 0\) all weights are 1, and direct summation gives
\[
W_0 = 2J+1, \quad W_1 = 0, \quad W_2 = (2J+1)\,\frac{J(J+1)}{3}.
\]
The quotient rule then yields \(M'(0) = (W_2W_0 - W_1^2)/W_0^2 = J(J+1)/3\). The sums are the inductions `s1` and `s2` in `curie_law`.

For \(0 < t < y\), the point \(t\) is the mixture of 0 and \(y\) with weights \(1 - t/y\) and \(t/y\). Strict concavity and \(M(0) = 0\) give \(M(t) > (t/y)M(y)\), which is \(M(y)/y < M(t)/t\).

As \(t\) decreases to 0, \(M(t)/t\) tends to \(M'(0)\). A limit alone would yield only \(\le\), so the proof inserts the point \(x/2\):
\[
\frac{M(x)}{x} < \frac{M(x/2)}{x/2} \le \frac{J(J+1)}{3}.
\]
Multiplying by \(x\) gives the bound.

## Spin one-half

For \(n = 1\) the levels are \(\pm\tfrac12\) and \(M(x) = \tfrac12\tanh(x/2)\), with Curie line \(x/4\). The bound is then the familiar \(\tanh u < u\) for \(u = x/2 > 0\). For \(n = 0\) there is a single level with \(m_0 = 0\), so \(M\) vanishes identically and the strict statements fail.
